# A Lattice in at Most Three Dimensions Has No Symmetry of Order Five

Take a rational number $m$ with $m^3=1$. Factoring gives

$$(m^2+m+1)(m-1)=0 .$$

The quadratic $X^2+X+1$ has discriminant $-3$, so it has no rational root. The first factor is therefore nonzero, and $m=1$. A rational $1\times1$ matrix cannot have order three, because the non-trivial cube roots of unity satisfy an irreducible equation of degree two, which is too large for one dimension.

The same holds for matrices. Let $p$ be prime and $n<p-1$. If $M$ is a rational $n\times n$ matrix with $M^p=I$, then $M=I$. A lattice symmetry has integer entries in a lattice basis, so the case $p=5$ excludes five-fold operations for $n\le3$.

## From an irreducible polynomial to the identity matrix

Let $\Phi_p(X)=1+X+\dots+X^{p-1}$, the $p$-th cyclotomic polynomial. It is irreducible over $\mathbb{Q}$. To see this, shift the variable:

$$\Phi_p(X+1)=\frac{(X+1)^p-1}{X}=\sum_{k=1}^{p}\binom pk X^{k-1}.$$

The leading coefficient is 1, all others are divisible by $p$, and the constant term $p$ is not divisible by $p^2$. Eisenstein's criterion applies.

Let $\chi$ be the characteristic polynomial of $M$. It is monic of degree $n<p-1$, so $\Phi_p$ does not divide it. Since $\Phi_p$ is irreducible, the two are coprime, and there are rational polynomials $a,b$ with

$$a\,\Phi_p+b\,\chi=1 .$$

Substitute $M$. By the Cayley–Hamilton theorem $\chi(M)=0$, hence $a(M)\Phi_p(M)=I$. Also $\Phi_p(M)(M-I)=M^p-I=0$. Therefore

$$M-I=a(M)\,\Phi_p(M)\,(M-I)=0 .$$

A quarter turn shows the Bézout identity in numbers. Let $R=\begin{pmatrix}0&-1\\1&0\end{pmatrix}$, with $\chi=X^2+1$, and take $p=5$. Then

$$\Phi_5-(X^2+X)(X^2+1)=1,$$

so $\Phi_5(R)=I$ and $R^5-I=R-I\neq0$. The quarter turn is not the identity, so its fifth power cannot be either.

## When a non-trivial matrix exists

If $p\le n+1$, let $\zeta$ be a primitive $p$-th root of unity. The field $K=\mathbb{Q}(\zeta)$ is a rational vector space of dimension $p-1$. On $K\times\mathbb{Q}^{\,n+1-p}$, which has dimension $n$, the map $(x,y)\mapsto(\zeta x,y)$ is not the identity, but its $p$-th power is. Its matrix in any rational basis is the required example.

## From matrices to lattices

Let $b_i$ be the primitive vectors of a lattice and $g$ a linear map sending lattice points to lattice points. Then $g\,b_j=\sum_i N_{ji}b_i$ with integers $N_{ji}$, and the matrix of $g$ is $A_{ij}=N_{ji}$. If $g^p=1$, then $A^p=I$. For $n<p-1$ this gives $A=I$ and $g=1$.

Now let $g$ have finite order $m$, and let a prime $p$ divide it, $m=pk$. Then $(g^k)^p=1$. If $p>n+1$, this would force $g^k=1$ with $0<k<m$, contradicting the definition of the order. Every prime factor of $m$ is thus at most $n+1$.

For $n\le3$ this excludes order five. In two and three dimensions, orders such as 8, 9 and 12 pass the test, so the full crystallographic list 1, 2, 3, 4, 6 needs a further argument about composite orders.

## The matrix theorem in Lean

```lean
import Mathlib

open Polynomial

namespace CrystallographicRestriction
```

In the first theorem, `Matrix (Fin n) (Fin n) ℚ` is the type of rational $n\times n$ matrices, `1` is the identity matrix, and `n + 1 < p` expresses $n<p-1$ without subtraction of natural numbers.

```lean
/-- A rational `n × n` matrix whose `p`-th power is the identity, with `p` prime and
`n < p - 1`, is itself the identity. -/
theorem eq_one_of_pow_prime_eq_one {n p : ℕ} (hp : p.Prime) (hn : n + 1 < p)
    (M : Matrix (Fin n) (Fin n) ℚ) (hM : M ^ p = 1) : M = 1 := by
  have : Fact p.Prime := ⟨hp⟩
  have hirr : Irreducible (cyclotomic p ℚ) := cyclotomic.irreducible_rat hp.pos
  -- the cyclotomic polynomial is too large to divide the characteristic polynomial
  have hnd : ¬ cyclotomic p ℚ ∣ M.charpoly := by
    intro h
    have h1 := natDegree_le_of_dvd h M.charpoly_monic.ne_zero
    rw [natDegree_cyclotomic, Nat.totient_prime hp, Matrix.charpoly_natDegree_eq_dim,
      Fintype.card_fin] at h1
    omega
  obtain ⟨a, b, hab⟩ := hirr.coprime_iff_not_dvd.2 hnd
  -- Cayley-Hamilton turns the Bezout identity into a left inverse
  have h1 : aeval M a * aeval M (cyclotomic p ℚ) = 1 := by
    have h := congrArg (aeval M) hab
    simpa only [map_add, map_mul, Matrix.aeval_self_charpoly, mul_zero, add_zero,
      map_one] using h
  have h2 : aeval M (cyclotomic p ℚ) * (M - 1) = 0 := by
    have h := congrArg (aeval M) (cyclotomic_prime_mul_X_sub_one ℚ p)
    simpa only [map_mul, map_sub, map_pow, aeval_X, map_one, hM, sub_self] using h
  apply sub_eq_zero.1
  calc M - 1 = (aeval M a * aeval M (cyclotomic p ℚ)) * (M - 1) := by rw [h1, one_mul]
    _ = 0 := by rw [mul_assoc, h2, mul_zero]
```

The step `hnd` compares degrees: divisibility would give $p-1\le n$. The line with `hirr.coprime_iff_not_dvd` produces $a$ and $b$. Applying `aeval M`, which substitutes $M$ into a polynomial, to the Bézout identity gives `h1`. Applying it to $\Phi_p(X)(X-1)=X^p-1$ gives `h2`. The closing `calc` is the last displayed equation of the derivation by hand.

The next theorem shows that the condition $n<p-1$ cannot be weakened: whenever a prime $p$ and a dimension $n$ violate it, a non-trivial matrix exists.

```lean
/-- For a prime `p`, a rational `n × n` matrix other than the identity with `M ^ p = 1`
exists exactly when `p ≤ n + 1`. -/
theorem exists_prime_order_iff {n p : ℕ} (hp : p.Prime) :
    (∃ M : Matrix (Fin n) (Fin n) ℚ, M ^ p = 1 ∧ M ≠ 1) ↔ p ≤ n + 1 := by
  constructor
  · rintro ⟨M, hM, hne⟩
    by_contra h
    exact hne (eq_one_of_pow_prime_eq_one hp (by omega) M hM)
  · intro hpn
    have : NeZero p := ⟨hp.ne_zero⟩
    have : NeZero ((p : ℕ) : ℚ) := ⟨Nat.cast_ne_zero.2 hp.ne_zero⟩
    -- the field obtained from ℚ by adjoining the `p`-th roots of unity
    obtain ⟨K, _, _, _⟩ : ∃ (K : Type) (_ : Field K) (_ : Algebra ℚ K),
        IsCyclotomicExtension {p} ℚ K :=
      ⟨CyclotomicField p ℚ, inferInstance, _, CyclotomicField.isCyclotomicExtension p ℚ⟩
    have : FiniteDimensional ℚ K := IsCyclotomicExtension.finiteDimensional {p} ℚ K
    have hK : Module.finrank ℚ K = p - 1 := by
      rw [← Nat.totient_prime hp]
      exact IsCyclotomicExtension.finrank (n := p) (K := ℚ) (L := K)
        (cyclotomic.irreducible_rat hp.pos)
    have hW : Module.finrank ℚ (K × (Fin (n + 1 - p) → ℚ)) = n := by
      rw [Module.finrank_prod, hK, Module.finrank_fin_fun]
      have := hp.two_le
      omega
    let e := Module.finBasisOfFinrankEq ℚ _ hW
    obtain ⟨z, hz⟩ : ∃ z : K, IsPrimitiveRoot z p :=
      ⟨_, IsCyclotomicExtension.zeta_spec p ℚ K⟩
    -- multiply by a root of unity, and leave the remaining coordinates alone
    let f : Module.End ℚ (K × (Fin (n + 1 - p) → ℚ)) :=
      LinearMap.prodMap (LinearMap.mulLeft ℚ z) LinearMap.id
    have hf : ∀ w, f w = (z * w.1, w.2) := fun w => rfl
    have hpow : ∀ (k : ℕ) w, (f ^ k) w = (z ^ k * w.1, w.2) := by
      intro k
      induction k with
      | zero => intro w; simp
      | succ k ih =>
        intro w
        rw [pow_succ', Module.End.mul_apply, ih, hf, pow_succ', mul_assoc]
    have hfp : f ^ p = 1 := by
      apply LinearMap.ext
      intro w
      rw [hpow, hz.pow_eq_one, one_mul]
      rfl
    refine ⟨LinearMap.toMatrixAlgEquiv e f, ?_, ?_⟩
    · rw [← map_pow, hfp, map_one]
    · intro h
      have h1 : f = 1 := (LinearMap.toMatrixAlgEquiv e).injective (h.trans (map_one _).symm)
      have h2 := congrArg Prod.fst (LinearMap.congr_fun h1 (1, 0))
      rw [hf] at h2
      exact hz.ne_one hp.one_lt (by simpa using h2)
```

The forward direction is the previous theorem. In the reverse direction, `hK` and `hW` count dimensions, `f` is the map $(x,y)\mapsto(\zeta x,y)$ with `z` for $\zeta$, and `hpow` computes its powers by induction. `LinearMap.toMatrixAlgEquiv e f` is its matrix in the basis `e`. To see that this is not the identity, the proof applies `f` to $(1,0)$, which would otherwise give $\zeta=1$.

## Lattices and their symmetries in Lean

The space `V` is a real vector space, and a basis `b` indexed by `Fin n` fixes both its dimension and the lattice. The lattice therefore spans the space. This matters: a chain in three-dimensional space that is periodic along one axis only can have a five-fold rotation about that axis.

```lean
variable {V : Type*} [AddCommGroup V] [Module ℝ V] {n : ℕ}

/-- The lattice points are the integer combinations of the primitive vectors `b i`. -/
def IsLatticePoint (b : Module.Basis (Fin n) ℝ V) (v : V) : Prop :=
  ∃ c : Fin n → ℤ, v = ∑ i, (c i : ℝ) • b i
```

No inner product appears. A symmetry is any linear map that respects the lattice, which includes rotations and reflections about a lattice point.

```lean
/-- A linear operation is a lattice symmetry if it sends lattice points to lattice points. -/
def IsLatticeSymmetry (b : Module.Basis (Fin n) ℝ V) (g : Module.End ℝ V) : Prop :=
  ∀ v, IsLatticePoint b v → IsLatticePoint b (g v)
```

The definition asks only that lattice points go to lattice points, not that every lattice point is reached. For an operation of finite order the second property follows, because its inverse is one of its powers. Translations are not linear and are not covered; for a space-group operation, the results concern its linear part. The lattice is perfectly periodic, so the theorems say nothing about quasicrystals.

Powers of a symmetry are again symmetries, by induction.

```lean
/-- Repeating a lattice symmetry any number of times gives a lattice symmetry. -/
theorem IsLatticeSymmetry.pow {b : Module.Basis (Fin n) ℝ V} {g : Module.End ℝ V}
    (hg : IsLatticeSymmetry b g) (k : ℕ) : IsLatticeSymmetry b (g ^ k) := by
  induction k with
  | zero => intro v hv; simpa using hv
  | succ k ih =>
    intro v hv
    rw [pow_succ', Module.End.mul_apply]
    exact hg _ (ih v hv)
```

The matrix theorem can now be carried over to lattices.

```lean
/-- A symmetry of an `n`-dimensional lattice whose `p`-th power is the identity, with `p`
prime and `n < p - 1`, is the identity. -/
theorem IsLatticeSymmetry.eq_one {b : Module.Basis (Fin n) ℝ V} {g : Module.End ℝ V}
    (hg : IsLatticeSymmetry b g) {p : ℕ} (hp : p.Prime) (hn : n + 1 < p)
    (hgp : g ^ p = 1) : g = 1 := by
  have hb : ∀ j, IsLatticePoint b (b j) := fun j =>
    ⟨fun i => if i = j then 1 else 0, by simp⟩
  choose N hN using fun j => hg (b j) (hb j)
  -- in the lattice basis the symmetry has integer entries
  let A : Matrix (Fin n) (Fin n) ℚ := Matrix.of fun i j => (N j i : ℚ)
  have hA : LinearMap.toMatrixAlgEquiv b g = (Rat.castHom ℝ).mapMatrix A := by
    ext i j
    rw [LinearMap.toMatrixAlgEquiv_apply, hN j]
    have h := congrFun (b.repr_sum_self (fun i => (N j i : ℝ))) i
    exact h.trans (by simp [A])
  have hinj : Function.Injective
      ((Rat.castHom ℝ).mapMatrix : Matrix (Fin n) (Fin n) ℚ →+* _) := by
    intro X Y h
    ext i j
    have h1 := congrArg (fun B : Matrix (Fin n) (Fin n) ℝ => B i j) h
    simpa using h1
  have hAp : A ^ p = 1 := by
    apply hinj
    rw [map_pow, ← hA, ← map_pow, hgp, map_one, map_one]
  have hA1 : A = 1 := eq_one_of_pow_prime_eq_one hp hn A hAp
  apply (LinearMap.toMatrixAlgEquiv b).injective
  rw [hA, hA1, map_one, map_one]
```

Here `choose` collects the integers $N_{ji}$, and `A` stores them as rational entries. The step `hA` says that the real matrix of `g` is `A` with its entries read as real numbers. Since that reading is injective (`hinj`), the equation $g^p=1$ becomes $A^p=I$ over the rationals, where irreducibility of $\Phi_p$ is available. This passage matters: over the reals, a plane rotation by $72^\circ$ has order five.

```lean
/-- Every prime that divides the finite order of a symmetry of an `n`-dimensional lattice
is at most `n + 1`. -/
theorem IsLatticeSymmetry.prime_le {b : Module.Basis (Fin n) ℝ V} {g : Module.End ℝ V}
    (hg : IsLatticeSymmetry b g) (hfin : 0 < orderOf g) {p : ℕ} (hp : p.Prime)
    (hdvd : p ∣ orderOf g) : p ≤ n + 1 := by
  by_contra h
  obtain ⟨k, hk⟩ := hdvd
  have hkpos : 0 < k := by
    rcases Nat.eq_zero_or_pos k with h0 | h0
    · rw [hk, h0, mul_zero] at hfin
      omega
    · exact h0
  -- the `p`-th power of `g ^ k` is the identity
  have h1 : (g ^ k) ^ p = 1 := by
    rw [← pow_mul, mul_comm k p, ← hk, pow_orderOf_eq_one]
  have h2 : g ^ k = 1 := (hg.pow k).eq_one hp (by omega) h1
  have h3 : orderOf g ≤ k := Nat.le_of_dvd hkpos (orderOf_dvd_of_pow_eq_one h2)
  rw [hk] at h3
  nlinarith [hp.two_le]
```

Lean's `orderOf g` is 0 when no positive power of `g` is the identity, so `hfin` says that the order is finite. The proof writes the order as $pk$ and obtains $g^k=1$ from the preceding theorem. This makes the order at most $k$, which is impossible because $p\ge2$.

```lean
/-- No lattice in at most three dimensions has a symmetry operation of order five. -/
theorem no_five_fold_symmetry {b : Module.Basis (Fin n) ℝ V} {g : Module.End ℝ V}
    (hn : n ≤ 3) (hg : IsLatticeSymmetry b g) : orderOf g ≠ 5 := by
  intro h
  have h5 : 5 ≤ n + 1 := hg.prime_le (by omega) (by norm_num) (by rw [h])
  omega
```

With $p=5$ the bound reads $5\le n+1$, which contradicts $n\le3$.

In electronic-structure codes for crystals periodic in all three dimensions, this limits the point operations available for reducing a set of $k$-points. Whether a rotation maps the lattice to itself can be tested in lattice coordinates; whether the atoms are also mapped onto equivalent atoms is a separate check. If the columns of $B$ are the primitive vectors and $R$ is a Cartesian rotation matrix, one computes $W=B^{-1}RB$ and checks that its entries are integers within a tolerance. For a rotation by $72^\circ$ in three dimensions, the trace of $W$ is $1+2\cos72^\circ\approx1.618$ whatever the lattice, so the test must fail for a sufficiently small tolerance. Once $W$ has been accepted and rounded to integers, its powers can be computed exactly, and a reported order of five would reveal a bug.

## A five-fold operation in four dimensions

Let $e_0,e_1,e_2,e_3$ be the standard basis of $\mathbb{Z}^4$, and let $F$ act by

$$e_0\mapsto e_1\mapsto e_2\mapsto e_3\mapsto -(e_0+e_1+e_2+e_3).$$

One further application gives

$$-(e_1+e_2+e_3)+(e_0+e_1+e_2+e_3)=e_0 .$$

Thus $F^5e_0=e_0$. Each $e_j$ equals $F^je_0$, so $F^5$ fixes it too, and $F^5=I$.

```lean
/-- An integer matrix acting on the four-dimensional lattice of integer vectors: it sends each
of the first three basis vectors to the next, and the fourth to minus the sum of all four. -/
def fiveFold : Matrix (Fin 4) (Fin 4) ℤ :=
  !![0, 0, 0, -1; 1, 0, 0, -1; 0, 1, 0, -1; 0, 0, 1, -1]
```

The columns of this matrix are the images of the basis vectors. Its entries are integers, so it maps the lattice $\mathbb{Z}^4$ to itself. With the usual lengths it is not a rotation, because $e_3$ has length 1 and its image has length 2. It is a rotation for a lattice of another shape: if the four primitive vectors and minus their sum point to the corners of a regular four-dimensional simplex centred at the origin, the operation permutes these corners cyclically and preserves all lengths. The theorem below is stated for the matrix, and both parts are decided by direct evaluation. As five is prime, they together mean that the order is exactly five.

```lean
/-- The four-dimensional integer matrix `fiveFold` is not the identity, but its fifth power is. -/
theorem fiveFold_pow_five : fiveFold ^ 5 = 1 ∧ fiveFold ≠ 1 := by
  constructor
  · decide +kernel
  · decide +kernel

end CrystallographicRestriction
```

```lean
#print axioms CrystallographicRestriction.exists_prime_order_iff
#print axioms CrystallographicRestriction.no_five_fold_symmetry
#print axioms CrystallographicRestriction.fiveFold_pow_five
```

```
'CrystallographicRestriction.exists_prime_order_iff' depends on axioms: [propext, Classical.choice, Quot.sound]
'CrystallographicRestriction.no_five_fold_symmetry' depends on axioms: [propext, Classical.choice, Quot.sound]
'CrystallographicRestriction.fiveFold_pow_five' depends on axioms: [propext, Classical.choice, Quot.sound]
```
